# A polynomial energy restricted to the line a + t d takes at t the value of the energy at a + t d

Let the energy V be a real polynomial in finitely many real coordinates, and let a and d be any two real vectors; d need not be normalised and may be zero. Substituting aᵢ + dᵢX for the i-th coordinate turns V into a polynomial in the single variable X, the energy profile along the line. The theorem `eval_onLine` states that the value of this profile at any real t equals V evaluated at the point a + t d. The attempt argues by induction on V, treating constants, sums, and products of a polynomial with one coordinate variable.

The failing Lean file:

```lean
import Mathlib

open MvPolynomial

namespace EvalOnLine

noncomputable section

variable {n : ℕ}

/-- The energy profile `t ↦ V(a + t d)` along a straight line, as a polynomial in `t`. -/
def onLine (a d : Fin n → ℝ) (V : MvPolynomial (Fin n) ℝ) : Polynomial ℝ :=
  aeval (fun i => Polynomial.C (a i) + Polynomial.C (d i) * Polynomial.X) V

/-- The value of the energy profile at `t` is the energy at `a + t d`. -/
theorem eval_onLine (V : MvPolynomial (Fin n) ℝ) (a d : Fin n → ℝ) (t : ℝ) :
    (onLine a d V).eval t = eval (a + t • d) V := by
  refine MvPolynomial.induction_on V ?_ ?_ ?_
  · intro r
    simp [onLine, Polynomial.algebraMap_eq]
  · intro p q hp hq
    simp only [onLine, map_add, Polynomial.eval_add] at *
    rw [hp, hq]
  · intro p j hp
    simp only [onLine, map_mul, aeval_X, eval_X, Polynomial.eval_mul] at *
    rw [hp]
    simp [mul_comm]

end

end EvalOnLine
```

The compiler's answer:

```
Main.lean:18:2: error: Type mismatch
  induction_on V ?m.23 ?m.24 ?m.25
has type
  ?m.22 V
but is expected to have type
  Polynomial.eval t (onLine a d V) = (eval (a + t • d)) V
```

Diagnosis. The error lies in how the induction principle is applied. `MvPolynomial.induction_on` proves a predicate, its motive, at a given polynomial. Under `refine`, Lean had to find that predicate by matching `?m.22 V` with the goal. It did not find it: `?m.22` is still unknown in the message, and Lean reports a type mismatch. The intended motive is the whole equation regarded as a function of `V`, which occurs on both sides.

The repair uses `induction' V using MvPolynomial.induction_on`, which forms the motive from the goal by abstracting `V`. Its `with` clause names the variables and hypotheses, so the `intro` lines go.

The last step also changes: `simp [mul_comm]` becomes an explicit `simp only` that evaluates the linear factor and the vector's coordinate, followed by `ring` for the remaining algebra. No message concerns the old step, so nothing here shows that this change was needed.

The change, after which it compiles:

```diff
@@ -16,14 +16,13 @@
 theorem eval_onLine (V : MvPolynomial (Fin n) ℝ) (a d : Fin n → ℝ) (t : ℝ) :
     (onLine a d V).eval t = eval (a + t • d) V := by
-  refine MvPolynomial.induction_on V ?_ ?_ ?_
-  · intro r
-    simp [onLine, Polynomial.algebraMap_eq]
-  · intro p q hp hq
-    simp only [onLine, map_add, Polynomial.eval_add] at *
+  induction' V using MvPolynomial.induction_on with r p q hp hq p j hp
+  · simp [onLine, Polynomial.algebraMap_eq]
+  · simp only [onLine, map_add, Polynomial.eval_add] at *
     rw [hp, hq]
-  · intro p j hp
-    simp only [onLine, map_mul, aeval_X, eval_X, Polynomial.eval_mul] at *
+  · simp only [onLine, map_mul, aeval_X, eval_X, Polynomial.eval_mul] at *
     rw [hp]
-    simp [mul_comm]
+    simp only [Polynomial.eval_add, Polynomial.eval_mul, Polynomial.eval_C, Polynomial.eval_X,
+      Pi.add_apply, Pi.smul_apply, smul_eq_mul]
+    ring
 
 end
```
